# Mackay icosahedra: $10k^2+2$ atoms in shell $k \ge 1$, and 13, 55 and 147 atoms in the first three clusters

Shell $k \ge 1$ of a Mackay icosahedron contains

$$12 + 30(k-1) + 10(k-1)(k-2) = 10k^2 + 2$$

atoms. A central atom surrounded by the complete shells $1,\dots,n$ makes a cluster of

$$\frac{10n^3 + 15n^2 + 11n + 3}{3}$$

atoms, which is 13, 55 and 147 for $n = 1, 2, 3$. The quadratic law is a special case of a count for any cage of triangles in which every edge borders exactly two faces and the Euler relation holds: if the cage has $V$ vertices, its shell $k \ge 1$ has $(V-2)k^2+2$ atoms.

## Atoms on a subdivided icosahedron

A Mackay icosahedron is built in layers around a central atom. The first shell places one atom at each of the 12 vertices of an icosahedron. Shell $k$ is the same icosahedron enlarged $k$ times, with every edge divided into $k$ equal steps and every triangular face filled with the matching triangular grid.

Let $P_a$ be the position of vertex $a$ in the first shell, measured from the central atom. The atoms of shell $k$ are of three kinds:

- a corner atom at $kP_a$, for each vertex $a$;
- an edge atom at $(k-i)P_a + iP_b$, for each edge $ab$ and each $i$ with $0 < i < k$;
- a face atom at $iP_a + (j-i)P_b + (k-j)P_c$, for each face $abc$ and each pair with $0 < i < j < k$.

In the third case the weights $i$, $j-i$ and $k-j$ are positive and add up to $k$, so the atom lies strictly inside the enlarged face. An atom on an edge shared by two faces belongs to the edge and is counted once.

The counts give the sizes of starting structures for simulations of clusters with this Mackay packing, provided that the central site and all shells are fully occupied. They are geometric numbers: they involve no energy, and they do not decide whether a given element prefers this structure.

## What the formal statement says

A face is a triple of vertex labels from `Fin N`, and a cage is a finite set `F` of such triples. The functions `vertices` and `edges` collect the corners and sides of all the faces. Since these are sets, a shared corner or edge occurs once.

The structure `IsTriangulatedCage` imposes three conditions:

- `ordered` lists the corners of each face in increasing order. The order is a convention, which gives each edge a single name $(a,b)$ with $a<b$; the strict inequalities also ensure that the three corners are different.
- `closed` says that every edge lies in exactly two faces. Physically, the surface has no rim.
- `euler` is the relation $V + F = E + 2$, where $V$, $E$ and $F$ are the numbers of vertices, edges and faces (in the code, `F` is the set of faces itself). A surface with the topology of a sphere satisfies it, and a closed connected surface with a handle, such as a torus, violates it. The three conditions do not require the cage to be connected, so they do not by themselves make it a sphere.

For a general cage the Euler relation is a hypothesis. For the icosahedron it is verified from the explicit list of twenty faces.

An atom is represented by a label of type `Site N`: a vertex, an edge with a position along it, or a face with an interior grid point. The set `shell F k` contains the labels of shell $k$, and `cluster F n` contains one central atom and the shells $1,\dots,n$. The central atom is a separate element, not a shell with $k=0$. The shell theorems require $k \ge 1$ because the set `shell F 0` still contains all $V$ vertex labels, whereas the quadratic formula gives 2 at $k=0$.

The theorems count labels and contain no coordinates. That different labels are different points in space follows from the geometry of the convex icosahedron, whose faces meet only along common edges and corners and whose surface, enlarged by different factors about the centre, gives surfaces that do not intersect; this argument is made here in prose and is not part of the file. For another cage, the theorems give numbers of distinct atoms only if its geometry also keeps the labelled points apart.

The shell formulas are stated in the integers, so that $k-1$ and $k-2$ are ordinary differences even when $k=1$. The cluster formula is stated in the rational numbers, so that the division by 3 is exact.

## Counting one shell

Begin with the interior of a face. For fixed $j \ge 1$, the condition $0 < i < j$ allows $j-1$ values of $i$, and $j=0$ allows none. The number of interior points is therefore

$$\sum_{j=1}^{k-1}(j-1) = \frac{(k-1)(k-2)}{2}.$$

Each edge carries $k-1$ atoms between its ends. Writing $S_k$ for the number of atoms in shell $k$, we have

$$S_k = V + E(k-1) + F\,\frac{(k-1)(k-2)}{2}.$$

With $V=12$, $E=30$ and $F=20$ this is the first formula for the icosahedron. So far the Euler relation has not been used.

Now count the pairs consisting of a face and one of its edges. Each face has three edges and each edge has two faces, so $3F = 2E$. Substituting $E = 3F/2$ into $V+F=E+2$ gives

$$F = 2(V-2), \qquad E = 3(V-2).$$

The number of vertices thus determines the other two numbers, and

$$\begin{aligned}
S_k &= V + (V-2)\bigl[3(k-1) + (k-1)(k-2)\bigr] \\
&= V + (V-2)(k-1)(k+1) \\
&= (V-2)k^2 + 2.
\end{aligned}$$

For $V=12$ this is $10k^2+2$, which gives 12, 42 and 92 atoms in the first three shells.

## Adding the shells

Let $A_n$ be the number of atoms in the cluster with $n$ shells. Using $\sum_{k=1}^n k^2 = n(n+1)(2n+1)/6$,

$$A_n = 1 + \sum_{k=1}^{n}\bigl[(V-2)k^2+2\bigr]
= 1 + 2n + (V-2)\,\frac{n(n+1)(2n+1)}{6}.$$

For the icosahedron $V-2 = 10$, and since $n(n+1)(2n+1) = 2n^3+3n^2+n$,

$$A_n = 1 + 2n + \frac{10n^3+15n^2+5n}{3}
= \frac{10n^3+15n^2+11n+3}{3}.$$

At $n=0$ only the central atom is left, and the formula gives 1. The next values are $1+12=13$, $13+42=55$ and $55+92=147$.

## Building the cluster in a program

The three kinds of atom translate directly into a structure generator. In the following Python function, `P` is a NumPy array of the 12 vertex positions, measured from the central atom, and `edges` and `faces` list each edge and each face exactly once, as tuples of indices into `P`:

```python
def mackay(P, edges, faces, n):
    sites = [0 * P[0]]
    for k in range(1, n + 1):
        sites += [k * p for p in P]
        sites += [(k - i) * P[a] + i * P[b]
                  for a, b in edges for i in range(1, k)]
        sites += [i * P[a] + (j - i) * P[b] + (k - j) * P[c]
                  for a, b, c in faces
                  for j in range(k) for i in range(1, j)]
    return sites
```

The length of the returned list should be $A_n$. A generator that fills each face together with its boundary produces the shared atoms several times, and the duplicates must then be removed, for example by comparing positions. There the formula is a useful check: a total that is too large may mean that duplicates have survived, and one that is too small may mean that the distance tolerance has merged different atoms. The ideal positions are normally relaxed afterwards with the chosen potential or electronic-structure method.

## The complete Lean file

```lean
import Mathlib

open Finset

namespace MackayClusters

variable {N : ℕ}

/-- The three sides of a triangular face, as pairs of corners. -/
def sides (t : Fin N × Fin N × Fin N) : Finset (Fin N × Fin N) :=
  {(t.1, t.2.1), (t.1, t.2.2), (t.2.1, t.2.2)}

/-- The vertices of the cage with face list `F`. -/
def vertices (F : Finset (Fin N × Fin N × Fin N)) : Finset (Fin N) :=
  F.biUnion fun t => {t.1, t.2.1, t.2.2}

/-- The edges of the cage with face list `F`; an edge shared by several faces occurs once. -/
def edges (F : Finset (Fin N × Fin N × Fin N)) : Finset (Fin N × Fin N) :=
  F.biUnion sides

/-- A cage of triangles with corners listed in increasing order, in which every edge belongs
to exactly two faces and the Euler relation `V + F = E + 2` holds. -/
structure IsTriangulatedCage (F : Finset (Fin N × Fin N × Fin N)) : Prop where
  ordered : ∀ t ∈ F, t.1 < t.2.1 ∧ t.2.1 < t.2.2
  closed : ∀ e ∈ edges F, (F.filter fun t => e ∈ sides t).card = 2
  euler : (vertices F).card + F.card = (edges F).card + 2

/-- Interior points of a triangular grid with `k` steps per side: the pair `j, i` with
`0 < i < j < k` is the point with barycentric weights `i, j - i, k - j`. -/
def grid (k : ℕ) : Finset ((_ : ℕ) × ℕ) :=
  (range k).sigma fun j => Ioo 0 j

/-- Labels of atoms: a vertex, an edge with a position on it, or a face with a grid point. -/
abbrev Site (N : ℕ) : Type :=
  Fin N ⊕ ((Fin N × Fin N) × ℕ) ⊕ ((Fin N × Fin N × Fin N) × ((_ : ℕ) × ℕ))

/-- The atoms of shell `k`: every edge is divided into `k` steps and every face carries the
corresponding triangular grid. -/
def shell (F : Finset (Fin N × Fin N × Fin N)) (k : ℕ) : Finset (Site N) :=
  (vertices F).disjSum ((edges F ×ˢ Ioo 0 k).disjSum (F ×ˢ grid k))

/-- A central atom together with the shells `1, ..., n`. -/
def cluster (F : Finset (Fin N × Fin N × Fin N)) (n : ℕ) :
    Finset (Unit ⊕ ((_ : ℕ) × Site N)) :=
  ({()} : Finset Unit).disjSum ((range n).sigma fun k => shell F (k + 1))

/-- A triangular grid with `m + 1` steps per side has `m (m - 1) / 2` interior points. -/
theorem grid_card (m : ℕ) : 2 * ((grid (m + 1)).card : ℤ) = m * (m - 1) := by
  induction m with
  | zero => simp [grid]
  | succ m ih =>
    have h : (grid (m + 1 + 1)).card = (grid (m + 1)).card + m := by
      simp [grid, card_sigma, sum_range_succ]
    rw [h]
    push_cast
    linear_combination ih

/-- For a face list with `V` vertices, `E` edges and `f` faces, twice the number of atoms in shell
`k ≥ 1` is `2 V + 2 E (k - 1) + f (k - 1)(k - 2)`. -/
theorem shell_card (F : Finset (Fin N × Fin N × Fin N)) {k : ℕ} (hk : 1 ≤ k) :
    2 * ((shell F k).card : ℤ) = 2 * (vertices F).card + 2 * (edges F).card * (k - 1)
      + F.card * ((k - 1) * (k - 2)) := by
  obtain ⟨m, rfl⟩ := Nat.exists_eq_add_of_le' hk
  have h : (shell F (m + 1)).card =
      (vertices F).card + ((edges F).card * m + F.card * (grid (m + 1)).card) := by
    simp [shell, card_disjSum, card_product]
  rw [h]
  push_cast
  linear_combination (F.card : ℤ) * grid_card m

/-- In a triangulated cage three times the number of faces is twice the number of edges. -/
theorem face_edge_count {F : Finset (Fin N × Fin N × Fin N)} (hF : IsTriangulatedCage F) :
    F.card * 3 = (edges F).card * 2 := by
  -- count the incident pairs (face, edge) in both orders
  refine card_mul_eq_card_mul (fun t e => e ∈ sides t) (fun t ht => ?_) hF.closed
  have h : (edges F).filter (fun e => e ∈ sides t) = sides t := by
    ext e
    rw [mem_filter]
    exact ⟨And.right, fun h => ⟨mem_biUnion.mpr ⟨t, ht, h⟩, h⟩⟩
  show ((edges F).filter (fun e => e ∈ sides t)).card = 3
  rw [h]
  obtain ⟨h1, h2⟩ := hF.ordered t ht
  exact card_eq_three.mpr ⟨_, _, _, fun h => h2.ne (congrArg Prod.snd h),
    fun h => h1.ne (congrArg Prod.fst h), fun h => h1.ne (congrArg Prod.fst h), rfl⟩

/-- Shell `k ≥ 1` of a triangulated cage with `V` vertices has `(V - 2) k² + 2` atoms. -/
theorem cage_shell_card {F : Finset (Fin N × Fin N × Fin N)} (hF : IsTriangulatedCage F)
    {k : ℕ} (hk : 1 ≤ k) :
    ((shell F k).card : ℤ) = ((vertices F).card - 2) * k ^ 2 + 2 := by
  have hc : (F.card : ℤ) * 3 = (edges F).card * 2 := by exact_mod_cast face_edge_count hF
  have he : ((vertices F).card : ℤ) + F.card = (edges F).card + 2 := by
    exact_mod_cast hF.euler
  -- the Euler relation and the face-edge count together give the numbers of faces and edges
  have h3 : (F.card : ℤ) = 2 * ((vertices F).card - 2) := by linarith
  have h2 : ((edges F).card : ℤ) = 3 * ((vertices F).card - 2) := by linarith
  have h := shell_card F hk
  rw [h2, h3] at h
  linarith

/-- A central atom with `n` shells of a triangulated cage with `V` vertices has `A` atoms,
where `6 A = (V - 2) n (n + 1) (2n + 1) + 12 n + 6`. -/
theorem cage_cluster_card {F : Finset (Fin N × Fin N × Fin N)} (hF : IsTriangulatedCage F)
    (n : ℕ) : 6 * ((cluster F n).card : ℤ) =
      ((vertices F).card - 2) * (n * (n + 1) * (2 * n + 1)) + 12 * n + 6 := by
  have hc : (cluster F n).card = 1 + ∑ k ∈ range n, (shell F (k + 1)).card := by
    rw [cluster, card_disjSum, card_sigma, card_singleton]
  rw [hc]
  clear hc
  induction n with
  | zero => simp
  | succ n ih =>
    have h := cage_shell_card hF (Nat.le_add_left 1 n)
    rw [sum_range_succ]
    push_cast at h ih ⊢
    linear_combination ih + 6 * h

/-- The twenty faces of the icosahedron: apex `0`, upper ring `1` to `5`, lower ring
`6` to `10`, apex `11`. -/
def icosahedron : Finset (Fin 12 × Fin 12 × Fin 12) :=
  {(0, 1, 2), (0, 2, 3), (0, 3, 4), (0, 4, 5), (0, 1, 5),
   (1, 2, 6), (2, 3, 7), (3, 4, 8), (4, 5, 9), (1, 5, 10),
   (2, 6, 7), (3, 7, 8), (4, 8, 9), (5, 9, 10), (1, 6, 10),
   (6, 7, 11), (7, 8, 11), (8, 9, 11), (9, 10, 11), (6, 10, 11)}

/-- The icosahedron has 12 vertices, 30 edges and 20 faces. -/
theorem icosahedron_counts : (vertices icosahedron).card = 12 ∧
    (edges icosahedron).card = 30 ∧ icosahedron.card = 20 :=
  ⟨by decide +kernel, by decide +kernel, by decide +kernel⟩

/-- The icosahedron is a triangulated cage. -/
theorem icosahedron_witness : IsTriangulatedCage icosahedron := by
  obtain ⟨h1, h2, h3⟩ := icosahedron_counts
  exact ⟨by decide +kernel, by decide +kernel, by norm_num [h1, h2, h3]⟩

/-- Shell `k ≥ 1` of a Mackay icosahedron has `12 + 30(k-1) + 10(k-1)(k-2)` atoms,
which equals `10k² + 2`. -/
theorem mackay_shell {k : ℕ} (hk : 1 ≤ k) :
    ((shell icosahedron k).card : ℤ) = 12 + 30 * (k - 1) + 10 * (k - 1) * (k - 2) ∧
    ((shell icosahedron k).card : ℤ) = 10 * k ^ 2 + 2 := by
  obtain ⟨h1, h2, h3⟩ := icosahedron_counts
  have h := shell_card icosahedron hk
  have h' := cage_shell_card icosahedron_witness hk
  rw [h1, h2, h3] at h
  rw [h1] at h'
  push_cast at h h'
  exact ⟨by linarith, by linarith⟩

/-- A Mackay icosahedron with a central atom and `n` shells has
`(10n³ + 15n² + 11n + 3)/3` atoms. -/
theorem mackay_cluster (n : ℕ) : ((cluster icosahedron n).card : ℚ) =
    (10 * n ^ 3 + 15 * n ^ 2 + 11 * n + 3) / 3 := by
  have h := cage_cluster_card icosahedron_witness n
  rw [icosahedron_counts.1] at h
  push_cast at h
  have h' : 6 * ((cluster icosahedron n).card : ℤ) =
      2 * (10 * n ^ 3 + 15 * n ^ 2 + 11 * n + 3) := by linear_combination h
  have h'' : 6 * ((cluster icosahedron n).card : ℚ) =
      2 * (10 * n ^ 3 + 15 * n ^ 2 + 11 * n + 3) := by exact_mod_cast h'
  linear_combination h'' / 6

/-- The Mackay icosahedra with one, two and three shells have 13, 55 and 147 atoms. -/
theorem mackay_magic_numbers : (cluster icosahedron 1).card = 13 ∧
    (cluster icosahedron 2).card = 55 ∧ (cluster icosahedron 3).card = 147 :=
  ⟨Nat.cast_injective (R := ℚ) ((mackay_cluster 1).trans (by norm_num)),
    Nat.cast_injective (R := ℚ) ((mackay_cluster 2).trans (by norm_num)),
    Nat.cast_injective (R := ℚ) ((mackay_cluster 3).trans (by norm_num))⟩

end MackayClusters
```

```lean
#print axioms MackayClusters.mackay_shell
-- 'MackayClusters.mackay_shell' depends on axioms: [propext, Classical.choice, Quot.sound]
#print axioms MackayClusters.mackay_cluster
-- 'MackayClusters.mackay_cluster' depends on axioms: [propext, Classical.choice, Quot.sound]
#print axioms MackayClusters.mackay_magic_numbers
-- 'MackayClusters.mackay_magic_numbers' depends on axioms: [propext, Classical.choice, Quot.sound]
```

## How the proof follows the count

**Interior points.** `grid_card` proves the formula for the interior of a face by induction. It is written for $k=m+1$ and multiplied by 2, which avoids a fraction. Going from $m+1$ to $m+2$ steps per side adds the row $j=m+1$, which has $m$ points; this is the equation `h` in the proof. The call to `linear_combination` then checks that $m(m-1)+2m=(m+1)m$.

**One shell.** `shell_card` adds the three kinds of atom. The labels form a disjoint sum, so their numbers add. The edge and face labels are products, so the number of edges is multiplied by the positions on an edge, and the number of faces by the points in a face. The result is twice the formula for $S_k$, before any use of the cage conditions.

**Faces and edges.** `face_edge_count` is the double count behind $3F=2E$. The lemma `card_mul_eq_card_mul` compares the two ways of counting incident pairs. The condition `closed` supplies the two faces at each edge. For the three edges of each face, the proof first shows that the edges of the cage incident to a face are exactly its `sides`, and then uses `ordered` to show that these three pairs are different.

**The quadratic law.** `cage_shell_card` solves the two linear relations for $F$ and $E$ in `h3` and `h2`, inserts them into `shell_card`, and leaves the remaining algebra to `linarith`.

**The sum over shells.** `cage_cluster_card` first writes the cluster as one atom plus a sum of shell sizes. In place of the formula for the sum of squares, it uses induction on $n$: the step adds shell $n+1$, whose size is known from `cage_shell_card`. The factor 6 on the left again keeps the statement free of fractions.

**The icosahedron.** `icosahedron_counts` finds 12 vertices, 30 edges and 20 faces by evaluating the explicit list with `decide +kernel`. In `icosahedron_witness` the same method checks the order of the corners and the two faces at every edge, while the Euler relation reduces to $12+20=30+2$.

**The final formulas.** `mackay_shell` inserts the numbers 12, 30 and 20 into `shell_card` and $V=12$ into `cage_shell_card`, which gives the two expressions up to rearrangement, and closes both goals with `linarith`. The two expressions are the same polynomial in $k$, as they must be, since 12, 30 and 20 satisfy the Euler relation and $3F=2E$. `mackay_cluster` sets $V=12$ in the general sum, passes from integers to rational numbers and divides by 6. `mackay_magic_numbers` evaluates the cubic at $n=1,2,3$ and carries the values back to the natural numbers, where they are the sizes of the three sets of atoms.
